# In a fixed sequence of n purification maps, each X² or 2X − X², truncation errors of norm at most τ shift the result by at most (2ⁿ − 1)τ if the iterates stay real symmetric with spectra in [0,1]

Q: Take a one-by-one matrix, the number 1. Square it twice, and subtract a small $\tau$ with $0\le\tau\le 1$ after each squaring. Without the subtraction the result stays 1. With it I get $1-\tau$ and then $(1-\tau)^2-\tau = 1-3\tau+\tau^2$. Two errors of size $\tau$ have become almost $3\tau$, because the second squaring doubled the first error. Does that accounting survive for matrices that don't commute?

A: It does. Let $X$ be a real symmetric matrix with spectrum in $[0,1]$, and fix a sequence of $n$ maps, each $X^2$ or $2X-X^2$. Call the exact iterates $X_k$ and the truncated ones $Y_k$, with $X_0=Y_0=X$. Map $k$, counted from 0, is followed in the truncated run by an added error $E_k$. If $Y_0,\dots,Y_{n-1}$ are symmetric with spectrum in $[0,1]$ and every $\|E_k\|\le\tau$, then $\|Y_n-X_n\|\le(2^n-1)\tau$. The norm is the spectral norm, which the code selects through the `L2Operator` scope.

In Lean 4 with Mathlib:

```lean
import Mathlib

open Matrix
open scoped Matrix.Norms.L2Operator

noncomputable section

namespace PurificationError

variable {ι : Type*} [Fintype ι] [DecidableEq ι]
```

Q: What does the code take as a physically sensible matrix?

A: One whose eigenvalues can be read as occupations of spin orbitals, between empty and full. The definition uses the actual real spectrum. The basis is finite and orthonormal, with `ι` labelling the basis functions.

```lean
/-- A real symmetric matrix whose spectrum lies in `[0,1]`. -/
def IsOccupation (X : Matrix ι ι ℝ) : Prop :=
  X.IsHermitian ∧ spectrum ℝ X ⊆ Set.Icc 0 1
```

The two maps are selected by a Boolean. Squaring pushes occupations down, and $2X-X^2$ pushes them up.

```lean
/-- One purification map: `X²` for `true`, `2X - X²` for `false`. -/
def step : Bool → Matrix ι ι ℝ → Matrix ι ι ℝ
  | true, X => X * X
  | false, X => 2 * X - X * X
```

Q: A real truncation depends on the matrix being truncated. Your `E` looks like a list fixed in advance.

A: The theorem holds for every list, so you may run the truncated calculation first and define $E_k$ as whatever the truncation changed after map $k$. In the code `run s E X k` is $Y_k$, and `run s 0 X k` is $X_k$.

```lean
/-- The purification run from `X` with map sequence `s`, where the error `E k` is added after
map `k`. The exact run is the case `E = 0`. -/
def run (s : ℕ → Bool) (E : ℕ → Matrix ι ι ℝ) (X : Matrix ι ι ℝ) : ℕ → Matrix ι ι ℝ
  | 0 => X
  | k + 1 => step (s k) (run s E X k) + E k
```

Q: Both runs share `s`. Production codes often choose the next map from the trace.

A: Then the theorem compares the truncated run with an exact run that follows the same recorded choices. If an exact run would have chosen differently, the bound says nothing about that difference.

Q: Fine. How do you control the spectrum without diagonalising?

A: By positivity. The eigenvalues of $1-X$ are $1-\mu$ for $\mu$ an eigenvalue of $X$. So a symmetric $X$ has spectrum in $[0,1]$ exactly when $X$ and $1-X$ are both positive semidefinite. The first lemma below is the shift of the spectrum, and the second is the equivalence.

```lean
/-- The number `μ` is in the spectrum of `1 - X` exactly when `1 - μ` is in that of `X`. -/
theorem mem_spectrum_one_sub {X : Matrix ι ι ℝ} {μ : ℝ} :
    μ ∈ spectrum ℝ (1 - X) ↔ 1 - μ ∈ spectrum ℝ X := by
  have h : -(algebraMap ℝ (Matrix ι ι ℝ) μ - (1 - X))
      = algebraMap ℝ (Matrix ι ι ℝ) (1 - μ) - X := by
    rw [map_sub, map_one]; abel
  rw [spectrum.mem_iff, spectrum.mem_iff, ← h, IsUnit.neg_iff]

/-- A matrix is symmetric with spectrum in `[0,1]` exactly when `X` and `1 - X` are both
positive semidefinite. -/
theorem isOccupation_iff {X : Matrix ι ι ℝ} :
    IsOccupation X ↔ X.PosSemidef ∧ (1 - X).PosSemidef := by
  rw [Matrix.posSemidef_iff_isHermitian_and_spectrum_nonneg,
    Matrix.posSemidef_iff_isHermitian_and_spectrum_nonneg, IsOccupation]
  constructor
  · rintro ⟨hX, hs⟩
    refine ⟨⟨hX, fun μ h => (hs h).1⟩, Matrix.isHermitian_one.sub hX, fun μ h => ?_⟩
    have h1 := (hs (mem_spectrum_one_sub.1 h)).2
    change (0 : ℝ) ≤ μ
    linarith
  · rintro ⟨⟨hX, h0⟩, _, h1⟩
    refine ⟨hX, fun μ h => ⟨h0 h, ?_⟩⟩
    have h2 : (0 : ℝ) ≤ 1 - μ := h1 (mem_spectrum_one_sub.2 (by rwa [sub_sub_cancel]))
    linarith
```

Now use
$$X-X^2 = X(1-X)X+(1-X)X(1-X).$$
Both terms on the right are positive semidefinite, since each has the form $B^{T}PB$ with $P\ge 0$. For squaring, $X^2\ge 0$ and $1-X^2=(1-X)+(X-X^2)\ge 0$. For the other map, $2X-X^2=X+(X-X^2)\ge 0$ and $1-(2X-X^2)=(1-X)^2\ge 0$. Both maps therefore preserve the class. In the proof `hd` is the positivity of $X-X^2$, `noncomm_ring` checks the identity with the order of factors respected, and `cases b` separates the two maps.

```lean
/-- Both purification maps keep a symmetric matrix with spectrum in `[0,1]` in that class. -/
theorem step_isOccupation (b : Bool) {X : Matrix ι ι ℝ} (hX : IsOccupation X) :
    IsOccupation (step b X) := by
  obtain ⟨h0, h1⟩ := isOccupation_iff.1 hX
  -- X - X² = X(1-X)X + (1-X)X(1-X) is positive semidefinite
  have hd : (X - X * X).PosSemidef := by
    have a := h1.conjTranspose_mul_mul_same X
    have c := h0.conjTranspose_mul_mul_same (1 - X)
    rw [h0.isHermitian.eq] at a
    rw [h1.isHermitian.eq] at c
    convert a.add c using 1
    noncomm_ring
  rw [isOccupation_iff]
  cases b
  · have c := Matrix.posSemidef_conjTranspose_mul_self (1 - X)
    rw [h1.isHermitian.eq] at c
    constructor
    · convert h0.add hd using 1
      simp only [step, two_mul]
      abel
    · convert c using 1
      simp only [step, two_mul]
      noncomm_ring
  · have c := Matrix.posSemidef_conjTranspose_mul_self X
    rw [h0.isHermitian.eq] at c
    refine ⟨c, ?_⟩
    convert h1.add hd using 1
    simp only [step]
    abel
```

The norm bound comes from the same inequality. For any vector $v$, $v^{T}(1-X^2)v\ge 0$ means $\|Xv\|^2\le\|v\|^2$, so $\|X\|\le 1$. The code applies the previous lemma to the squaring map and rewrites the quadratic form as a sum of squares.

```lean
/-- A symmetric matrix with spectrum in `[0,1]` has spectral norm at most one. -/
theorem norm_le_one {X : Matrix ι ι ℝ} (hX : IsOccupation X) : ‖X‖ ≤ 1 := by
  rw [Matrix.l2_opNorm_def]
  refine ContinuousLinearMap.opNorm_le_bound _ zero_le_one fun v => ?_
  change ‖WithLp.toLp 2 (X *ᵥ v.ofLp)‖ ≤ 1 * ‖v‖
  -- 1 - X² is positive semidefinite, so X does not lengthen v
  have hp := (isOccupation_iff.1 (step_isOccupation true hX)).2.dotProduct_mulVec_nonneg v.ofLp
  have ht : v.ofLp ᵥ* X = X *ᵥ v.ofLp := by
    rw [← Matrix.mulVec_transpose, ← Matrix.conjTranspose_eq_transpose_of_trivial, hX.1.eq]
  simp only [step, star_trivial] at hp
  rw [Matrix.sub_mulVec, Matrix.one_mulVec, dotProduct_sub, ← Matrix.mulVec_mulVec,
    Matrix.dotProduct_mulVec, ht] at hp
  have hq := sub_nonneg.1 hp
  rw [one_mul, ← sq_le_sq₀ (norm_nonneg _) (norm_nonneg _), EuclideanSpace.norm_sq_eq,
    EuclideanSpace.norm_sq_eq]
  simp only [Real.norm_eq_abs, sq_abs]
  simp only [dotProduct, ← pow_two] at hq
  exact hq
```

Q: And the doubling? For numbers I would write $y^2-x^2=(y-x)(y+x)$ and bound the second factor by 2.

A: That is where the derivation easily goes wrong. For matrices, $(Y-X)(Y+X)=Y^2-X^2+YX-XY$, and the commutator does not vanish in general. The correct splitting keeps the order:
$$Y^2-X^2=Y(Y-X)+(Y-X)X,$$
$$(2Y-Y^2)-(2X-X^2)=(1-Y)(Y-X)+(Y-X)(1-X).$$
All the outer factors have norm at most 1, because $1-X$ and $1-Y$ belong to the same class as $X$ and $Y$. Each map therefore at most doubles the distance. In the code `key` is the estimate for $AD+DB$, `compl` handles the complements, and the two equations named `e` are the splittings.

```lean
/-- On symmetric matrices with spectrum in `[0,1]`, one purification map at most doubles the
spectral-norm distance. -/
theorem step_lipschitz (b : Bool) {X Y : Matrix ι ι ℝ} (hY : IsOccupation Y)
    (hX : IsOccupation X) : ‖step b Y - step b X‖ ≤ 2 * ‖Y - X‖ := by
  have key : ∀ A B D : Matrix ι ι ℝ, ‖A‖ ≤ 1 → ‖B‖ ≤ 1 → ‖A * D + D * B‖ ≤ 2 * ‖D‖ := by
    intro A B D hA hB
    have h1 := norm_add_le (A * D) (D * B)
    have h2 := norm_mul_le A D
    have h3 := norm_mul_le D B
    nlinarith [norm_nonneg D]
  have compl : ∀ Z : Matrix ι ι ℝ, IsOccupation Z → ‖1 - Z‖ ≤ 1 := by
    intro Z hZ
    obtain ⟨h0, h1⟩ := isOccupation_iff.1 hZ
    exact norm_le_one (isOccupation_iff.2 ⟨h1, by rwa [sub_sub_cancel]⟩)
  cases b
  · have e : step false Y - step false X = (1 - Y) * (Y - X) + (Y - X) * (1 - X) := by
      simp only [step, two_mul]
      noncomm_ring
    rw [e]
    exact key _ _ _ (compl Y hY) (compl X hX)
  · have e : step true Y - step true X = Y * (Y - X) + (Y - X) * X := by
      simp only [step]
      noncomm_ring
    rw [e]
    exact key _ _ _ (norm_le_one hY) (norm_le_one hX)
```

Q: So the errors accumulate by a recursion.

A: Yes. With $\delta_k=\|Y_k-X_k\|$ we have $\delta_0=0$ and $\delta_{k+1}\le 2\delta_k+\|E_k\|$. Unrolling gives
$$\delta_n\le\sum_{k=0}^{n-1}2^{\,n-1-k}\|E_k\|.$$
An error made after map $k$ is at most doubled by each of the $n-1-k$ later maps, which gives its weight in the bound.

Q: You assumed the spectral condition for the $Y_k$. What about the $X_k$?

A: It is proved: the starting matrix satisfies it and the maps preserve it, which is `hex` in the code. For the truncated run it has to be assumed, since an error can push an eigenvalue out. In your example, add $\tau>0$ instead of subtracting it: the result is $(1+\tau)^2+\tau=1+3\tau+\tau^2$, and the deviation exceeds $3\tau$. A condition on the starting matrix alone would therefore not be enough.

The last iterate $Y_n$ need not satisfy the condition. Nor is symmetry of the errors a separate hypothesis: it follows for all but the last error from the symmetry of the iterates, and the last one may be arbitrary.

The induction on `n` follows the recursion: `e` separates the new error from the propagated difference, and `hsum` shows that the old weights double.

```lean
/-- If the truncated iterates before each of the `n` maps are symmetric with spectrum in `[0,1]`,
the final deviation from the exact run is at most the sum of the error norms, each doubled once
for every later map. -/
theorem error_le_weighted_sum (s : ℕ → Bool) (E : ℕ → Matrix ι ι ℝ) (X : Matrix ι ι ℝ) (n : ℕ)
    (h : ∀ k < n, IsOccupation (run s E X k)) :
    ‖run s E X n - run s 0 X n‖ ≤ ∑ k ∈ Finset.range n, 2 ^ (n - 1 - k) * ‖E k‖ := by
  induction n with
  | zero => simp [run]
  | succ n ih =>
    have ih' := ih fun k hk => h k (by omega)
    -- the exact run stays in the class by itself
    have hex : ∀ m, IsOccupation (run s 0 X m) := by
      intro m
      induction m with
      | zero => exact h 0 (by omega)
      | succ m hm =>
        simp only [run, Pi.zero_apply, add_zero]
        exact step_isOccupation _ hm
    have hL := step_lipschitz (s n) (h n (by omega)) (hex n)
    have hsum : ∑ k ∈ Finset.range (n + 1), (2 : ℝ) ^ (n + 1 - 1 - k) * ‖E k‖
        = 2 * ∑ k ∈ Finset.range n, (2 : ℝ) ^ (n - 1 - k) * ‖E k‖ + ‖E n‖ := by
      rw [Finset.sum_range_succ, Finset.mul_sum]
      congr 1
      · refine Finset.sum_congr rfl fun k hk => ?_
        have hk' := Finset.mem_range.1 hk
        rw [show n + 1 - 1 - k = (n - 1 - k) + 1 by omega, pow_succ]
        ring
      · simp
    have e : run s E X (n + 1) - run s 0 X (n + 1)
        = (step (s n) (run s E X n) - step (s n) (run s 0 X n)) + E n := by
      simp only [run, Pi.zero_apply, add_zero]
      abel
    rw [hsum, e]
    exact (norm_add_le _ _).trans (by linarith)
```

With $\|E_k\|\le\tau$, the weights sum to $1+2+\dots+2^{n-1}=2^n-1$. The code reverses the order of summation and uses the geometric series.

```lean
/-- If the truncated iterates before each of the `n` maps are symmetric with spectrum in `[0,1]`
and each error has spectral norm at most `τ`, the final matrices of the truncated and exact runs
differ by at most `(2^n - 1) τ` in spectral norm. -/
theorem purification_error_bound (s : ℕ → Bool) (E : ℕ → Matrix ι ι ℝ) (X : Matrix ι ι ℝ)
    (n : ℕ) (τ : ℝ) (h : ∀ k < n, IsOccupation (run s E X k)) (hE : ∀ k < n, ‖E k‖ ≤ τ) :
    ‖run s E X n - run s 0 X n‖ ≤ (2 ^ n - 1) * τ := by
  have hr : ∑ k ∈ Finset.range n, (2 : ℝ) ^ (n - 1 - k) = 2 ^ n - 1 := by
    have h1 : ∑ k ∈ Finset.range n, (2 : ℝ) ^ (n - 1 - k) = ∑ k ∈ Finset.range n, (2 : ℝ) ^ k :=
      Finset.sum_range_reflect (fun j => (2 : ℝ) ^ j) n
    rw [h1, geom_sum_eq (by norm_num)]
    norm_num
  refine (error_le_weighted_sum s E X n h).trans ?_
  rw [← hr, Finset.sum_mul]
  exact Finset.sum_le_sum fun k hk =>
    mul_le_mul_of_nonneg_left (hE k (Finset.mem_range.1 hk)) (by positivity)
```

Q: Where would I meet this in a calculation?

A: In one form of linear-scaling purification, for a real symmetric matrix $H$ of an effectively non-interacting Hamiltonian in a finite orthonormal basis. With lower and upper bounds $a<b$ on its spectrum, you start from $X=(b-H)/(b-a)$, which maps the spectrum into $[0,1]$ and gives lower energies larger values. Each iteration forms the sparse product $X^2$, then keeps it or forms $2X-X^2$, and drops small entries in symmetric pairs. The dropped part, with a minus sign, is $E_k$, and its Frobenius norm is an upper bound for its spectral norm. Dropping entries can push eigenvalues outside $[0,1]$, so the spectral condition on the truncated iterates has to be checked separately. If it holds, then for $n=20$ and $\tau=10^{-8}$ the theorem allows a final deviation of about $10^{-2}$.

Q: A deviation from the true density matrix?

A: From the exact run after the same $n$ maps. How far that run still is from a projector, and whether it has the right electron number, are separate questions.

Q: A factor of a million looks wasteful. Can it be improved?

A: Not for arbitrary sequences, to first order in $\tau$. Your example, continued to $n$ squarings and to any nonzero matrix size, shows this. Start from the identity and take $E_k=-\tau\cdot 1$, with $\tau\ge 0$ and $2^n\tau\le 1$. The iterates are $(1-d_k)\cdot 1$ with
$$d_0=0,\qquad d_{k+1}=2d_k-d_k^2+\tau.$$
Inductively $0\le d_k\le(2^k-1)\tau\le 1$. The upper bound passes on because $2d_k-d_k^2\le 2d_k$, and $d_{k+1}\ge 0$ because $2d_k-d_k^2=d_k+d_k(1-d_k)$. For the lower bound, suppose $d_k\ge(2^k-1)\tau-(2^k\tau)^2$. Since $d_k^2\le(2^k\tau)^2$,
$$d_{k+1}\ge(2^{k+1}-1)\tau-3(2^k\tau)^2\ge(2^{k+1}-1)\tau-(2^{k+1}\tau)^2.$$
The code carries these bounds through one induction, with `nlinarith` closing the inequalities.

```lean
/-- Squaring the identity `n` times, adding `-τ·1` after each squaring, gives `(1 - d)·1`, with
two-sided bounds on `d`, if `τ ≥ 0` and `2^n τ ≤ 1`. -/
theorem squaring_run (τ : ℝ) (hτ : 0 ≤ τ) (n : ℕ) (hn : 2 ^ n * τ ≤ 1) :
    ∃ d : ℝ, run (fun _ => true) (fun _ => -(τ • 1)) (1 : Matrix ι ι ℝ) n = (1 - d) • 1 ∧
      0 ≤ d ∧ d ≤ (2 ^ n - 1) * τ ∧ (2 ^ n - 1) * τ - (2 ^ n * τ) ^ 2 ≤ d := by
  induction n with
  | zero => exact ⟨0, by simp [run], le_rfl, by simp, by simp; positivity⟩
  | succ n ih =>
    rw [pow_succ] at hn ⊢
    have hp : 0 ≤ 2 ^ n * τ := by positivity
    obtain ⟨d, hd, h0, h1, h2⟩ := ih (by linarith)
    have hd1 : d ≤ 1 := by linarith
    have hsq : d ^ 2 ≤ (2 ^ n * τ) ^ 2 := pow_le_pow_left₀ h0 (by linarith) 2
    refine ⟨2 * d - d ^ 2 + τ, ?_, ?_, ?_, ?_⟩
    · simp only [run, step, hd]
      rw [smul_mul_smul_comm, one_mul]
      module
    · nlinarith [mul_nonneg h0 (sub_nonneg.2 hd1)]
    · nlinarith [sq_nonneg d]
    · nlinarith [sq_nonneg (2 ^ n * τ)]
```

The exact run stays at the identity, so the deviation is $d_n$ times the norm of the identity, which is 1 for nonzero size. All spectra stay in $[0,1]$, so the example satisfies the hypotheses of the upper bound. For fixed $n\ge 1$ and small $\tau>0$, the quadratic correction is negligible beside $(2^n-1)\tau$.

Q: Nobody purifies by squaring the identity forever.

A: No, and a particular sequence that mixes the two maps may amplify errors much less. The example limits what can be said when the sequence is left arbitrary.

```lean
/-- For `τ ≥ 0` and `2^n τ ≤ 1`, square the identity (of nonzero size) `n` times, adding `-τ·1`
after each squaring. All iterates up to and including the `n`-th are symmetric with spectrum in
`[0,1]`, and the `n`-th deviates from the exact run by at least `(2^n - 1) τ - (2^n τ)²` in spectral
norm. -/
theorem bound_sharp_first_order [Nonempty ι] (τ : ℝ) (hτ : 0 ≤ τ) (n : ℕ)
    (hn : 2 ^ n * τ ≤ 1) :
    (∀ k ≤ n, IsOccupation
      (run (fun _ => true) (fun _ => -(τ • 1)) (1 : Matrix ι ι ℝ) k)) ∧
    (2 ^ n - 1) * τ - (2 ^ n * τ) ^ 2 ≤
      ‖run (fun _ => true) (fun _ => -(τ • 1)) (1 : Matrix ι ι ℝ) n
        - run (fun _ => true) 0 1 n‖ := by
  constructor
  · intro k hk
    have hpow : (2 : ℝ) ^ k ≤ 2 ^ n := pow_le_pow_right₀ (by norm_num) hk
    have hkn : 2 ^ k * τ ≤ 1 := (mul_le_mul_of_nonneg_right hpow hτ).trans hn
    obtain ⟨d, hd, h0, h1, _⟩ := squaring_run (ι := ι) τ hτ k hkn
    have e : (1 : Matrix ι ι ℝ) - (1 - d) • 1 = d • 1 := by module
    rw [hd, isOccupation_iff, e]
    exact ⟨Matrix.PosSemidef.one.smul (by linarith), Matrix.PosSemidef.one.smul h0⟩
  · obtain ⟨d, hd, h0, _, h2⟩ := squaring_run (ι := ι) τ hτ n hn
    have hex : ∀ m, run (fun _ => true) 0 (1 : Matrix ι ι ℝ) m = 1 := by
      intro m
      induction m with
      | zero => rfl
      | succ m hm => simp [run, step, hm]
    have e : (1 - d) • (1 : Matrix ι ι ℝ) - 1 = (-d) • 1 := by module
    rw [hd, hex, e, norm_smul, CStarRing.norm_one, mul_one, norm_neg, Real.norm_of_nonneg h0]
    exact h2

end PurificationError
```

```lean
#print axioms PurificationError.purification_error_bound
#print axioms PurificationError.bound_sharp_first_order
```

```
'PurificationError.purification_error_bound' depends on axioms: [propext, Classical.choice, Quot.sound]
'PurificationError.bound_sharp_first_order' depends on axioms: [propext, Classical.choice, Quot.sound]
```
